# The Wigner-Araki-Yanase noise bound for a meter that commutes with the conserved charge

## Can a swap give a noiseless reading of $\sigma_x$ when total $\sigma_z$ is conserved?

If nothing limits the error, I can plan a perfect measurement of a spin's $\sigma_x$ with an apparatus that conserves total angular momentum along $z$, and the size of the apparatus doesn't matter. My plan is simple. I swap the spin with a second spin, which conserves $\sigma_z^{(1)}+\sigma_z^{(2)}$, and then read $\sigma_x$ on the second spin. The result is exactly the $\sigma_x$ that the first spin had. Yet I am told that a conservation law forbids an exact measurement of an observable that doesn't commute with the conserved charge. Where does my plan break the rules, and how large must the error be if I keep to them?

## The swap moves the difficulty into the meter

Your swap respects the conservation law, but your meter does not commute with the conserved charge. Reading $\sigma_x$ on the second spin is the same kind of measurement that you set out to perform on the first. The limit appears once the meter is also required to commute with the total charge, which is called Yanase's condition. It stands for a pointer that can be read without meeting the same obstacle again.

Let $A$ be the observable to be measured, $M$ the meter observable and $U$ the unitary interaction. The charge is $L=L_1+L_2$, with $L_1$ belonging to the measured system and $L_2$ to the apparatus. All these observables are Hermitian. We assume

$$[U,L]=0,\qquad [M,L]=0,\qquad [A,L_2]=0.$$

The first condition is the conservation law, the second is Yanase's, and the third holds because $A$ and $L_2$ belong to different bodies. The noise operator $N=U^\dagger MU-A$ compares the meter after the interaction with $A$ before it, and $\|N\psi\|$ is the root-mean-square noise in the unit state $\psi$ of system and apparatus before the interaction. Expectation values $\langle\cdot\rangle$ are taken in $\psi$, and $\sigma(L)=\sqrt{\langle L^2\rangle-\langle L\rangle^2}$ is the standard deviation of the charge, not a Pauli operator. The bound is

$$\|N\psi\|\,\sigma(L)\ \ge\ \tfrac12\,|\langle[A,L_1]\rangle|.$$

### From the conservation law to the bound

Write $m=\langle L\rangle$, which is real, and $\delta=(L-m)\psi$. Since $\|\psi\|=1$,

$$\|\delta\|^2=\|L\psi\|^2-2m\langle L\rangle+m^2=\langle L^2\rangle-\langle L\rangle^2=\sigma(L)^2.$$

The noise operator is Hermitian, because $A$ is and

$$\langle U^\dagger MUx,y\rangle=\langle MUx,Uy\rangle=\langle Ux,MUy\rangle=\langle x,U^\dagger MUy\rangle.$$

From $UL=LU$ it follows that $U^\dagger L=LU^\dagger$. The evolved meter therefore commutes with the charge:

$$U^\dagger MU\,L=U^\dagger ML\,U=U^\dagger LM\,U=L\,U^\dagger MU.$$

Only $A$ contributes to the commutator of the noise with $L$, and its commutator with $L_2$ vanishes:

$$[N,L]=-[A,L_1]-[A,L_2]=-[A,L_1].$$

The number $m$ commutes with everything, so

$$\langle[N,L]\rangle=\langle[N,L-m]\rangle=\langle N\psi,\delta\rangle-\langle\delta,N\psi\rangle.$$

The triangle inequality and Cauchy-Schwarz give $|\langle[N,L]\rangle|\le2\|N\psi\|\,\|\delta\|=2\|N\psi\|\,\sigma(L)$. Replacing $[N,L]$ by $-[A,L_1]$ and dividing by 2 yields the bound.

If $N=0$, the commutator identity gives $[A,L_1]=0$ at once.

Suppose next that the two charges are uncorrelated, $\mathrm{Re}\langle L_1L_2\rangle=\langle L_1\rangle\langle L_2\rangle$. The numbers $\langle L_1L_2\rangle$ and $\langle L_2L_1\rangle$ are complex conjugates, so

$$\sigma(L)^2=\sigma(L_1)^2+\sigma(L_2)^2+2\big(\mathrm{Re}\langle L_1L_2\rangle-\langle L_1\rangle\langle L_2\rangle\big)=\sigma(L_1)^2+\sigma(L_2)^2.$$

Squaring the bound then gives

$$|\langle[A,L_1]\rangle|^2\le4\|N\psi\|^2\big(\sigma(L_1)^2+\sigma(L_2)^2\big).$$

For a given system state with $\langle[A,L_1]\rangle\ne0$, a small error therefore requires a large charge spread in the apparatus. A large spread alone does not guarantee a small error.

### Your swap and a saturated case

In your plan $M=\sigma_x^{(2)}$ and $A=\sigma_x^{(1)}$, so $U^\dagger MU=A$ and $N=0$. Every condition holds except $[M,L]=0$. With $L_1=\sigma_z^{(1)}$ the right-hand side of the bound is $|\langle\sigma_y^{(1)}\rangle|$, which equals 1 when the first spin is in an eigenstate of $\sigma_y$, while the left-hand side is 0. The other conditions alone therefore do not imply the bound.

The bound can be an equality already for one qubit without an apparatus. Take $L_1=\sigma_z$, $L_2=0$, $A=\sigma_x$, $U=1$ and the useless meter $M=0$. Then $N=-\sigma_x$, and in an eigenstate of $\sigma_y$ one has $\|N\psi\|=1$, $\sigma(L)=1$ and $\tfrac12|\langle[A,L_1]\rangle|=1$.

### What the Lean statement says

The main theorem, `wigner_araki_yanase_bound`, says: for operators satisfying `IsConserving U M A L₁ L₂` and any vector `ψ` of norm 1, half the modulus of $\langle\psi,[A,L_1]\psi\rangle$ is at most `‖noise U M A ψ‖ * stdDev (L₁ + L₂) ψ`.

- `H` is a complex inner product space of any dimension, and it need not be complete. The inner product is conjugate-linear in its first argument.
- `U : H ≃ₗᵢ[ℂ] H` is a norm-preserving linear bijection, that is, a unitary, and `U.symm` is $U^\dagger$.
- Observables are linear maps defined on all of `H`, and `IsSymmetric` is the Hermitian property. The product `*` is composition.
- `mean` is the real part of $\langle\psi,L\psi\rangle$, which is the whole expectation value for a symmetric operator. `stdDev` is the textbook $\sqrt{\langle L^2\rangle-\langle L\rangle^2}$.
- `IsConserving` contains more than its name suggests: the symmetry of the four observables, the conservation law `conserved`, Yanase's condition `yanase` and the commutation `comm_L₂`.

On a complete space, a symmetric operator defined everywhere is bounded, so position, momentum or the photon number of a full mode do not fit there.

The step from this model to a laboratory is the division into system and apparatus. `H` carries no tensor product, and `comm_L₂` is all that remains of the separation. To apply the theorem, one takes $A=a\otimes1$, $L_1=\ell\otimes1$, $L_2=1\otimes k$ and $\psi=\varphi\otimes\xi$, where $\xi$ is the prepared apparatus state. Such a product state is uncorrelated in the sense of `bound_of_uncorrelated`.

This also matters for the no-go statement. `commute_of_noiseless` assumes zero noise in every state of the whole space, whereas the traditional theorem fixes one preparation $\xi$. For that case one would use the main bound: if $N(\varphi\otimes\xi)=0$ for all $\varphi$, then $\langle\varphi,[a,\ell]\varphi\rangle=0$ for all $\varphi$, hence $[a,\ell]=0$. Repeatability of the measurement, which can take the place of Yanase's condition in the traditional theorem, plays no part here.

In quantum mechanics the bound limits the readout of a spin component that does not commute with a conserved angular momentum, provided that the meter commutes with the total and the observables are defined everywhere.

```lean
import Mathlib

open Finset

namespace WignerArakiYanase

noncomputable section

variable {H : Type*} [NormedAddCommGroup H] [InnerProductSpace ℂ H]

/-- The real part of the expectation value `⟨ψ, L ψ⟩`. -/
def mean (L : H →ₗ[ℂ] H) (ψ : H) : ℝ := (inner ℂ ψ (L ψ)).re

/-- The standard deviation `σ(L) = √(⟨L²⟩ - ⟨L⟩²)` of a symmetric operator in a unit state. -/
def stdDev (L : H →ₗ[ℂ] H) (ψ : H) : ℝ := √(mean (L * L) ψ - mean L ψ ^ 2)

/-- The noise operator `N = U† M U - A`: the meter reading after the interaction `U`
minus the observable `A` to be measured. -/
def noise (U : H ≃ₗᵢ[ℂ] H) (M A : H →ₗ[ℂ] H) : H →ₗ[ℂ] H :=
  U.symm.toLinearEquiv.toLinearMap ∘ₗ M ∘ₗ U.toLinearEquiv.toLinearMap - A

/-- A measurement of `A` by the meter `M` under a conservation law: all observables are symmetric,
`U` and `M` commute with the total charge `L₁ + L₂`, and `A` commutes with `L₂`. -/
structure IsConserving (U : H ≃ₗᵢ[ℂ] H) (M A L₁ L₂ : H →ₗ[ℂ] H) : Prop where
  symm_M : M.IsSymmetric
  symm_A : A.IsSymmetric
  symm_L₁ : L₁.IsSymmetric
  symm_L₂ : L₂.IsSymmetric
  conserved : ∀ x, U ((L₁ + L₂) x) = (L₁ + L₂) (U x)
  yanase : M * (L₁ + L₂) = (L₁ + L₂) * M
  comm_L₂ : A * L₂ = L₂ * A

/-- In a unit state the variance of a symmetric operator is the squared length of
`(L - ⟨L⟩) ψ`. -/
theorem variance_eq {L : H →ₗ[ℂ] H} (hL : L.IsSymmetric) {ψ : H} (hψ : ‖ψ‖ = 1) :
    mean (L * L) ψ - mean L ψ ^ 2 = ‖L ψ - (mean L ψ : ℂ) • ψ‖ ^ 2 := by
  have h1 : mean (L * L) ψ = ‖L ψ‖ ^ 2 := by
    change (inner ℂ ψ (L (L ψ))).re = _
    rw [← hL ψ (L ψ), inner_self_eq_norm_sq_to_K]
    norm_cast
  have h2 : RCLike.re (inner ℂ (L ψ) ((mean L ψ : ℂ) • ψ)) = mean L ψ * mean L ψ := by
    rw [inner_smul_right, hL ψ ψ]
    exact Complex.re_ofReal_mul _ _
  rw [norm_sub_sq (𝕜 := ℂ), h1, h2, norm_smul, hψ, Complex.norm_real, mul_one,
    Real.norm_eq_abs, sq_abs]
  ring

/-- For symmetric `N` and `L` and a unit state, `|⟨[N, L]⟩| ≤ 2 ‖N ψ‖ σ(L)`. -/
theorem commutator_bound {N L : H →ₗ[ℂ] H} (hN : N.IsSymmetric) (hL : L.IsSymmetric)
    {ψ : H} (hψ : ‖ψ‖ = 1) :
    ‖inner ℂ ψ ((N * L - L * N) ψ)‖ ≤ 2 * (‖N ψ‖ * stdDev L ψ) := by
  have hs : stdDev L ψ = ‖L ψ - (mean L ψ : ℂ) • ψ‖ := by
    rw [stdDev, variance_eq hL hψ, Real.sqrt_sq (norm_nonneg _)]
  -- the real shift by the mean drops out of the commutator
  have key : inner ℂ ψ ((N * L - L * N) ψ) =
      inner ℂ (N ψ) (L ψ - (mean L ψ : ℂ) • ψ) - inner ℂ (L ψ - (mean L ψ : ℂ) • ψ) (N ψ) := by
    change inner ℂ ψ (N (L ψ) - L (N ψ)) = _
    rw [inner_sub_right, ← hN ψ (L ψ), ← hL ψ (N ψ), inner_sub_right, inner_sub_left,
      inner_smul_right, inner_smul_left, hN ψ ψ, Complex.conj_ofReal]
    ring
  rw [key, hs]
  have c1 := norm_inner_le_norm (𝕜 := ℂ) (N ψ) (L ψ - (mean L ψ : ℂ) • ψ)
  have c2 := norm_inner_le_norm (𝕜 := ℂ) (L ψ - (mean L ψ : ℂ) • ψ) (N ψ)
  refine (norm_sub_le _ _).trans ?_
  linarith [mul_comm ‖N ψ‖ ‖L ψ - (mean L ψ : ℂ) • ψ‖]

/-- The noise operator is symmetric when the meter and the measured observable are. -/
theorem noise_isSymmetric (U : H ≃ₗᵢ[ℂ] H) {M A : H →ₗ[ℂ] H} (hM : M.IsSymmetric)
    (hA : A.IsSymmetric) : (noise U M A).IsSymmetric := by
  intro x y
  change inner ℂ (U.symm (M (U x)) - A x) y = inner ℂ x (U.symm (M (U y)) - A y)
  rw [inner_sub_left, inner_sub_right, hA x y, ← U.inner_map_map (U.symm (M (U x))) y,
    ← U.inner_map_map x (U.symm (M (U y))), U.apply_symm_apply, U.apply_symm_apply,
    hM (U x) (U y)]

/-- Under the conditions of `IsConserving` the noise fails to commute with the total charge exactly
as much as `A` fails to commute with `L₁`: `[N, L₁ + L₂] = -[A, L₁]`. -/
theorem noise_commutator {U : H ≃ₗᵢ[ℂ] H} {M A L₁ L₂ : H →ₗ[ℂ] H}
    (h : IsConserving U M A L₁ L₂) :
    noise U M A * (L₁ + L₂) - (L₁ + L₂) * noise U M A = -(A * L₁ - L₁ * A) := by
  refine LinearMap.ext fun x => ?_
  -- the evolved meter commutes with the total charge
  have h1 : U.symm (M (U ((L₁ + L₂) x))) = (L₁ + L₂) (U.symm (M (U x))) := by
    apply U.injective
    rw [U.apply_symm_apply, h.conserved, h.conserved, U.apply_symm_apply]
    exact LinearMap.congr_fun h.yanase (U x)
  have h2 : A (L₂ x) = L₂ (A x) := LinearMap.congr_fun h.comm_L₂ x
  change (U.symm (M (U ((L₁ + L₂) x))) - A ((L₁ + L₂) x))
    - (L₁ + L₂) (U.symm (M (U x)) - A x) = -(A (L₁ x) - L₁ (A x))
  rw [h1, map_sub]
  simp only [LinearMap.add_apply, map_add]
  rw [h2]
  abel

/-- **Wigner-Araki-Yanase bound.** Under the conditions of `IsConserving` and for a unit state,
`|⟨[A, L₁]⟩| / 2 ≤ ‖N ψ‖ σ(L₁ + L₂)`. -/
theorem wigner_araki_yanase_bound {U : H ≃ₗᵢ[ℂ] H} {M A L₁ L₂ : H →ₗ[ℂ] H}
    (h : IsConserving U M A L₁ L₂) {ψ : H} (hψ : ‖ψ‖ = 1) :
    ‖inner ℂ ψ ((A * L₁ - L₁ * A) ψ)‖ / 2 ≤ ‖noise U M A ψ‖ * stdDev (L₁ + L₂) ψ := by
  have hb := commutator_bound (noise_isSymmetric U h.symm_M h.symm_A)
    (h.symm_L₁.add h.symm_L₂) hψ
  rw [noise_commutator h, LinearMap.neg_apply, inner_neg_right, norm_neg] at hb
  linarith

/-- If the conditions of `IsConserving` hold and the noise operator is zero, then `A` commutes with
`L₁`. -/
theorem commute_of_noiseless {U : H ≃ₗᵢ[ℂ] H} {M A L₁ L₂ : H →ₗ[ℂ] H}
    (h : IsConserving U M A L₁ L₂) (h0 : noise U M A = 0) : A * L₁ = L₁ * A := by
  have hc := noise_commutator h
  rw [h0, zero_mul, mul_zero, sub_zero] at hc
  exact sub_eq_zero.mp (neg_eq_zero.mp hc.symm)

/-- If `L₁` and `L₂` are uncorrelated in the unit state `ψ`, the squared bound under the conditions
of `IsConserving` reads `|⟨[A, L₁]⟩|² ≤ 4 ‖N ψ‖² (σ(L₁)² + σ(L₂)²)`. -/
theorem bound_of_uncorrelated {U : H ≃ₗᵢ[ℂ] H} {M A L₁ L₂ : H →ₗ[ℂ] H}
    (h : IsConserving U M A L₁ L₂) {ψ : H} (hψ : ‖ψ‖ = 1)
    (hc : mean (L₁ * L₂) ψ = mean L₁ ψ * mean L₂ ψ) :
    ‖inner ℂ ψ ((A * L₁ - L₁ * A) ψ)‖ ^ 2 ≤
      4 * ‖noise U M A ψ‖ ^ 2 * (stdDev L₁ ψ ^ 2 + stdDev L₂ ψ ^ 2) := by
  have sq : ∀ L : H →ₗ[ℂ] H, L.IsSymmetric →
      stdDev L ψ ^ 2 = mean (L * L) ψ - mean L ψ ^ 2 := fun L hL =>
    Real.sq_sqrt (by rw [variance_eq hL hψ]; positivity)
  have hadd : ∀ S T : H →ₗ[ℂ] H, mean (S + T) ψ = mean S ψ + mean T ψ := fun S T => by
    simp only [mean, LinearMap.add_apply, inner_add_right, Complex.add_re]
  have hswap : mean (L₂ * L₁) ψ = mean (L₁ * L₂) ψ := by
    change (inner ℂ ψ (L₂ (L₁ ψ))).re = (inner ℂ ψ (L₁ (L₂ ψ))).re
    rw [← h.symm_L₂ ψ (L₁ ψ), ← h.symm_L₁ ψ (L₂ ψ), ← inner_conj_symm, Complex.conj_re]
  -- without correlations the variances add
  have hvar : stdDev (L₁ + L₂) ψ ^ 2 = stdDev L₁ ψ ^ 2 + stdDev L₂ ψ ^ 2 := by
    rw [sq _ (h.symm_L₁.add h.symm_L₂), sq _ h.symm_L₁, sq _ h.symm_L₂, add_mul, mul_add,
      mul_add, hadd, hadd, hadd, hadd, hswap, hc]
    ring
  have hb := pow_le_pow_left₀ (by positivity) (wigner_araki_yanase_bound h hψ) 2
  rw [mul_pow, hvar, div_pow] at hb
  linarith

/-- The diagonal operator on two qubits that multiplies the amplitude at `p` by `(-1) ^ q p`. For
`q = Prod.fst` or `q = Prod.snd` it is the Pauli operator `σz` of the first or second qubit. -/
def sigmaZ (q : Fin 2 × Fin 2 → Fin 2) :
    EuclideanSpace ℂ (Fin 2 × Fin 2) →ₗ[ℂ] EuclideanSpace ℂ (Fin 2 × Fin 2) where
  toFun x := WithLp.toLp 2 fun p => (-1) ^ (q p : ℕ) * x p
  map_add' x y := by ext p; simp [mul_add]
  map_smul' c x := by ext p; simp [mul_left_comm]

/-- The Pauli operator `σx` on the first of two qubits. -/
def sigmaX : EuclideanSpace ℂ (Fin 2 × Fin 2) →ₗ[ℂ] EuclideanSpace ℂ (Fin 2 × Fin 2) where
  toFun x := WithLp.toLp 2 fun p => x (p.1 + 1, p.2)
  map_add' x y := by ext p; simp
  map_smul' c x := by ext p; simp

/-- The unitary that swaps two qubits. -/
def swap : EuclideanSpace ℂ (Fin 2 × Fin 2) ≃ₗᵢ[ℂ] EuclideanSpace ℂ (Fin 2 × Fin 2) :=
  LinearIsometryEquiv.piLpCongrLeft 2 ℂ ℂ (Equiv.prodComm (Fin 2) (Fin 2))

/-- Two qubits coupled by a swap, with `σz` of the second as meter, `σx` of the first as measured
observable and the two `σz` as charges, satisfy all conditions of `IsConserving`, and `[A, L₁] ≠ 0`.
-/
theorem isConserving_witness :
    IsConserving swap (sigmaZ Prod.snd) sigmaX (sigmaZ Prod.fst) (sigmaZ Prod.snd) ∧
      sigmaX * sigmaZ Prod.fst ≠ sigmaZ Prod.fst * sigmaX := by
  have hz : ∀ q, (sigmaZ q).IsSymmetric := by
    intro q x y
    rw [PiLp.inner_apply, PiLp.inner_apply]
    refine sum_congr rfl fun p _ => ?_
    change (-1) ^ (q p : ℕ) * x p |> fun z => inner ℂ z (y p) = inner ℂ (x p) ((-1) ^ (q p : ℕ) * y p)
    simp only [RCLike.inner_apply, map_mul, map_pow, map_neg, map_one]
    ring
  refine ⟨⟨hz _, ?_, hz _, hz _, ?_, ?_, ?_⟩, ?_⟩
  · intro x y
    simp only [PiLp.inner_apply, Fintype.sum_prod_type, Fin.sum_univ_two]
    change inner ℂ (x (1, 0)) (y (0, 0)) + inner ℂ (x (1, 1)) (y (0, 1))
        + (inner ℂ (x (0, 0)) (y (1, 0)) + inner ℂ (x (0, 1)) (y (1, 1)))
      = inner ℂ (x (0, 0)) (y (1, 0)) + inner ℂ (x (0, 1)) (y (1, 1))
        + (inner ℂ (x (1, 0)) (y (0, 0)) + inner ℂ (x (1, 1)) (y (0, 1)))
    ring
  · intro x
    ext ⟨i, j⟩
    change (-1) ^ (j : ℕ) * x (j, i) + (-1) ^ (i : ℕ) * x (j, i)
      = (-1) ^ (i : ℕ) * x (j, i) + (-1) ^ (j : ℕ) * x (j, i)
    ring
  · refine LinearMap.ext fun x => ?_
    ext p
    change (-1) ^ (p.2 : ℕ) * ((-1) ^ (p.1 : ℕ) * x p + (-1) ^ (p.2 : ℕ) * x p)
      = (-1) ^ (p.1 : ℕ) * ((-1) ^ (p.2 : ℕ) * x p)
        + (-1) ^ (p.2 : ℕ) * ((-1) ^ (p.2 : ℕ) * x p)
    ring
  · rfl
  · intro h
    -- compare one amplitude on the vector with all entries equal to one
    have h1 := congrArg (fun v : EuclideanSpace ℂ (Fin 2 × Fin 2) => v (0, 0))
      (LinearMap.congr_fun h (WithLp.toLp 2 fun _ => 1))
    change (-1 : ℂ) ^ 1 * 1 = (-1) ^ 0 * 1 at h1
    norm_num at h1

end

end WignerArakiYanase
```

```lean
#print axioms WignerArakiYanase.wigner_araki_yanase_bound
-- 'WignerArakiYanase.wigner_araki_yanase_bound' depends on axioms: [propext, Classical.choice, Quot.sound]
#print axioms WignerArakiYanase.commute_of_noiseless
-- 'WignerArakiYanase.commute_of_noiseless' depends on axioms: [propext, Classical.choice, Quot.sound]
#print axioms WignerArakiYanase.bound_of_uncorrelated
-- 'WignerArakiYanase.bound_of_uncorrelated' depends on axioms: [propext, Classical.choice, Quot.sound]
```

### How the lemmas divide the work

`variance_eq` is the computation of $\|\delta\|^2$. It moves one `L` across the inner product to turn $\langle L^2\rangle$ into $\|L\psi\|^2$, then expands the squared norm of the difference with `norm_sub_sq`. The hypothesis `hψ` enters where $\|m\psi\|^2$ becomes $m^2$.

`commutator_bound` holds for any two symmetric operators and knows nothing of measurements. Its step `key` rewrites the expectation of the commutator as $\langle N\psi,\delta\rangle-\langle\delta,N\psi\rangle$; the terms with $m$ cancel because $m$ is real and `N` is symmetric. The steps `c1` and `c2` are the two uses of Cauchy-Schwarz, and `norm_sub_le` is the triangle inequality.

`noise_isSymmetric` moves `U` across the inner product by `inner_map_map`, the preservation of inner products.

`noise_commutator` proves $[N,L]=-[A,L_1]$ vector by vector. Its step `h1` says that the evolved meter commutes with the charge. Instead of first deriving $U^\dagger L=LU^\dagger$, it applies `U` to both sides, uses `conserved` twice and finishes with `yanase`. The step `h2` removes the commutator with `L₂`.

The main theorem applies `commutator_bound` to the noise and the total charge, then substitutes the commutator identity; the minus sign disappears in the norm. `commute_of_noiseless` puts $N=0$ into the same identity.

In `bound_of_uncorrelated`, `hswap` shows that the two cross terms have equal real parts, `hvar` adds the variances, and the main bound is squared with `pow_le_pow_left₀`.

Finally, `isConserving_witness` shows that the conditions allow a nonzero $[A,L_1]$. It keeps your swap and your $A=\sigma_x^{(1)}$, but reads $\sigma_z$ on the second qubit, so that Yanase's condition holds. The charges are the two $\sigma_z$, with eigenvalues $\pm1$. The proof checks each condition on amplitudes. For the inequality it applies both products to the vector with all four entries equal to 1 and compares the entry `(0, 0)`: $\sigma_x\sigma_z$ gives $-1$ and $\sigma_z\sigma_x$ gives $+1$. With this permitted meter $N=\sigma_z^{(1)}-\sigma_x^{(1)}$, whose square is 2, so the noise is $\sqrt2$ in every unit state.
